# The half-filling gap of a Kane–Mele valley Hamiltonian with spin-orbit terms \(L\,\sigma_z s_z\) and \(\tfrac R2(\sigma_x s_y-\sigma_y s_x)\), \(R\ge 0\), is \(\max(0,\,2|L|-R)\)

## One valley with two spin-orbit couplings

Let \(\sigma_x,\sigma_y,\sigma_z\) be the Pauli matrices on the two sublattices of a honeycomb crystal, and \(s_x,s_y,s_z\) those on the electron spin. Near one valley, with momentum \((k_x,k_y)\) measured from the valley point and the Dirac velocity absorbed into the units, the Hamiltonian is

\[
H = k_x\sigma_x + k_y\sigma_y + L\,\sigma_z s_z + \tfrac{R}{2}\,(\sigma_x s_y-\sigma_y s_x).
\]

The real number \(L\) is the intrinsic spin-orbit coupling, a mass term with opposite signs for the two spins. The real number \(R\) is the Rashba coupling, which appears when a substrate or a perpendicular field breaks the mirror symmetry of the plane. With the factor \(1/2\), the only nonzero Rashba matrix elements are \(\pm iR\).

Write \(k^2=k_x^2+k_y^2\) and let \(E_m=\sqrt{k^2+m^2}\) be the energy of a Dirac particle of mass \(m\). The four bands, numbered from 0, are

\[
\begin{aligned}
\varepsilon_0&=-\tfrac R2-E_{L+R/2}, & \varepsilon_1&=\tfrac R2-E_{L-R/2},\\
\varepsilon_2&=-\tfrac R2+E_{L+R/2}, & \varepsilon_3&=\tfrac R2+E_{L-R/2}.
\end{aligned}
\]

They form two Dirac cones of masses \(L\pm R/2\), shifted in energy by \(\mp R/2\).

## Bands, gap and touching point in Lean

In `hamiltonian`, the Kronecker product `⊗ₖ` puts the sublattice first and the spin second. `diracEnergy m kx ky` is \(E_m\), and `band L R kx ky i` is \(\varepsilon_i\). The theorems say the following.

- `eigenvalues_eq_bands`: for all real parameters, the complex roots of the characteristic polynomial, counted with multiplicity, are the four bands.
- `bands_ordered`: if \(R\ge0\), then \(\varepsilon_0\le\varepsilon_1\le\varepsilon_2\le\varepsilon_3\) at every momentum.
- `half_filling_gap`: if \(R\ge0\), the least value of \(\varepsilon_2(\mathbf k)-\varepsilon_1(\mathbf q)\) over all pairs of momenta is \(\max(0,2|L|-R)\). `IsLeast` says that this value is attained and that no pair gives a smaller one.
- `forbidden_energy_iff`: if \(R\ge0\), a real energy \(\mu\) is an eigenvalue at no momentum exactly when \(R/2-|L-R/2|<\mu<|L+R/2|-R/2\).
- `bands_touch_iff`: \(\varepsilon_1=\varepsilon_2\) holds exactly when \(k_x=k_y=0\) and \(2|L|\le R\).

Half filling means that \(\varepsilon_0\) and \(\varepsilon_1\) are occupied at every momentum. Because \(\mathbf k\) and \(\mathbf q\) are independent, indirect transitions are included. The condition \(R\ge0\) fixes the labelling: replacing \(R\) by \(-R\) exchanges \(\varepsilon_0\) with \(\varepsilon_1\) and \(\varepsilon_2\) with \(\varepsilon_3\), and leaves the set of energies unchanged.

The model has non-interacting electrons, a single valley and a linear dispersion that extends over the whole momentum plane. The theorems concern its spectrum; they do not compute the topological invariant or the edge states for which the Kane–Mele model is known. Within this model both band edges lie at \(k=0\), so a numerical scan whose momentum grid misses that point overestimates the gap.

## The secular determinant splits into two cones

Order the basis as \(A{\uparrow},A{\downarrow},B{\uparrow},B{\downarrow}\). The two Rashba terms cancel between \(A{\uparrow}\) and \(B{\downarrow}\) and add between \(A{\downarrow}\) and \(B{\uparrow}\). Hence

\[
x-H=\begin{pmatrix} a&0&p&0\\ 0&b&r&p\\ q&s&b&0\\ 0&q&0&a\end{pmatrix},
\]

with \(a=x-L\), \(b=x+L\), \(p=-(k_x-ik_y)\), \(q=-(k_x+ik_y)\), \(r=-iR\) and \(s=iR\). Expansion along the first row gives

\[
a\,(ab^2-a\,rs-b\,pq)+p\,(-ab\,q+p\,q^2)=(ab-pq)^2-a^2rs.
\]

Since \(pq=k^2\) and \(rs=R^2\), the determinant is a difference of squares:

\[
\begin{aligned}
&(x^2-L^2-k^2)^2-R^2(x-L)^2\\
&\quad=\big[x^2-L^2-k^2-R(x-L)\big]\big[x^2-L^2-k^2+R(x-L)\big]\\
&\quad=\big[(x-\tfrac R2)^2-E_{L-R/2}^2\big]\big[(x+\tfrac R2)^2-E_{L+R/2}^2\big].
\end{aligned}
\]

The last line completes the square in each factor. Its roots are \(\varepsilon_1,\varepsilon_3\) from the first factor and \(\varepsilon_0,\varepsilon_2\) from the second.

## Ordering the bands

Set \(u=E_{L-R/2}\) and \(v=E_{L+R/2}\), and take \(R\ge0\). A Dirac energy is at least the absolute value of its mass, so \(u\ge|L-R/2|\) and \(v\ge|L+R/2|\). Also \(v^2-u^2=2LR\). Therefore

\[
\begin{aligned}
(v+R)^2-u^2&=2R\,\big(v+L+\tfrac R2\big)\ge0,\\
(u+R)^2-v^2&=2R\,\big(u-L+\tfrac R2\big)\ge0.
\end{aligned}
\]

As \(u\) and \(v\) are nonnegative, \(u\le v+R\) and \(v\le u+R\), which are \(\varepsilon_0\le\varepsilon_1\) and \(\varepsilon_2\le\varepsilon_3\). Finally \(u+v\ge(R/2-L)+(R/2+L)=R\), which is \(\varepsilon_1\le\varepsilon_2\).

## Both band edges lie at zero momentum

The energy \(E_m\) has its minimum \(|m|\) at \(k=0\). The top of \(\varepsilon_1\) is therefore \(R/2-|L-R/2|\), and the bottom of \(\varepsilon_2\) is \(|L+R/2|-R/2\). For real \(y\) and \(z\), \(|y+z|+|y-z|=2\max(|y|,|z|)\). With \(y=L\) and \(z=R/2\ge0\), the distance from the top of \(\varepsilon_1\) up to the bottom of \(\varepsilon_2\) is

\[
|L+\tfrac R2|+|L-\tfrac R2|-R=\max(2|L|,R)-R=\max(0,2|L|-R).
\]

Every energy \(E\ge|m|\) is reached by \(E_m\), at \(k_x=\sqrt{E^2-m^2}\) and \(k_y=0\). So \(\varepsilon_1\) fills everything up to its top and \(\varepsilon_2\) everything from its bottom upwards. The ordering keeps \(\varepsilon_0\) and \(\varepsilon_3\) out of the interval between them, and exactly the open interval between the edges is free of eigenvalues.

The middle bands touch when \(u+v=R\). Since \(u\ge R/2-L\) and \(v\ge R/2+L\), equality of the sums forces \(u=R/2-L\) and \(v=R/2+L\). Squaring the first and comparing with \(u^2=k^2+(L-R/2)^2\) gives \(k=0\), and nonnegativity of \(u\) and \(v\) gives \(|L|\le R/2\). Conversely, at \(k=0\) with \(|L|\le R/2\), these are the values of \(u\) and \(v\), and their sum is \(R\).

## The Lean file

```lean
import Mathlib

open Matrix
open scoped Kronecker

namespace KaneMeleRashbaGap

noncomputable section

/-- The Pauli matrix x. -/
def pauliX : Matrix (Fin 2) (Fin 2) ℂ := !![0, 1; 1, 0]

/-- The Pauli matrix y. -/
def pauliY : Matrix (Fin 2) (Fin 2) ℂ := !![0, -Complex.I; Complex.I, 0]

/-- The Pauli matrix z. -/
def pauliZ : Matrix (Fin 2) (Fin 2) ℂ := !![1, 0; 0, -1]

/-- The valley Hamiltonian on sublattice ⊗ spin, with intrinsic spin-orbit coupling `L`
and Rashba coupling `R`. -/
def hamiltonian (L R kx ky : ℝ) : Matrix (Fin 2 × Fin 2) (Fin 2 × Fin 2) ℂ :=
  (kx : ℂ) • (pauliX ⊗ₖ 1) + (ky : ℂ) • (pauliY ⊗ₖ 1) + (L : ℂ) • (pauliZ ⊗ₖ pauliZ)
    + ((R : ℂ) / 2) • (pauliX ⊗ₖ pauliY - pauliY ⊗ₖ pauliX)

/-- The energy of a two-dimensional Dirac particle of mass `m` at momentum `(kx, ky)`. -/
def diracEnergy (m kx ky : ℝ) : ℝ := √(kx ^ 2 + ky ^ 2 + m ^ 2)

/-- The four bands: two Dirac cones of masses `L + R/2` and `L - R/2`, shifted in energy by
`-R/2` and `R/2`. -/
def band (L R kx ky : ℝ) : Fin 4 → ℝ :=
  ![-R / 2 - diracEnergy (L + R / 2) kx ky, R / 2 - diracEnergy (L - R / 2) kx ky,
    -R / 2 + diracEnergy (L + R / 2) kx ky, R / 2 + diracEnergy (L - R / 2) kx ky]

/-- The numbering of the four sublattice-spin states. -/
def siteSpin : Fin 4 ≃ Fin 2 × Fin 2 where
  toFun := ![(0, 0), (0, 1), (1, 0), (1, 1)]
  invFun p := (![![0, 1], ![2, 3]] : Fin 2 → Fin 2 → Fin 4) p.1 p.2
  left_inv := by decide
  right_inv := by decide

/-- The square of the Dirac energy is momentum squared plus mass squared. -/
theorem diracEnergy_sq (m kx ky : ℝ) :
    diracEnergy m kx ky ^ 2 = kx ^ 2 + ky ^ 2 + m ^ 2 :=
  Real.sq_sqrt (by positivity)

/-- The Dirac energy is never below the absolute value of the mass. -/
theorem abs_le_diracEnergy (m kx ky : ℝ) : |m| ≤ diracEnergy m kx ky :=
  Real.abs_le_sqrt (by nlinarith [sq_nonneg kx, sq_nonneg ky])

/-- Every energy from the absolute value of the mass upwards is reached at some momentum. -/
theorem exists_diracEnergy_eq {m E : ℝ} (h : |m| ≤ E) : ∃ kx, diracEnergy m kx 0 = E := by
  have hE : 0 ≤ E := (abs_nonneg m).trans h
  have h2 : 0 ≤ E ^ 2 - m ^ 2 := by nlinarith [sq_abs m, abs_nonneg m]
  refine ⟨√(E ^ 2 - m ^ 2), ?_⟩
  unfold diracEnergy
  rw [Real.sq_sqrt h2, show E ^ 2 - m ^ 2 + 0 ^ 2 + m ^ 2 = E ^ 2 by ring, Real.sqrt_sq hE]

/-- The eigenvalues of the Hamiltonian, counted with multiplicity, are the four bands. -/
theorem eigenvalues_eq_bands (L R kx ky : ℝ) :
    (hamiltonian L R kx ky).charpoly.roots
      = Finset.univ.val.map (fun i => (band L R kx ky i : ℂ)) := by
  have pattern : ∀ a b p q r s : ℂ,
      (!![a, 0, p, 0; 0, b, r, p; q, s, b, 0; 0, q, 0, a] : Matrix (Fin 4) (Fin 4) ℂ).det
        = (a * b - p * q) ^ 2 - a ^ 2 * (r * s) := by
    intro a b p q r s
    simp [Matrix.det_succ_row_zero, Fin.sum_univ_succ, Fin.succAbove]
    ring
  have h : (hamiltonian L R kx ky).charpoly
      = ∏ i, (Polynomial.X - Polynomial.C (band L R kx ky i : ℂ)) := by
    apply Polynomial.funext
    intro x
    -- write the secular matrix in the numbered basis
    have hm : (Matrix.scalar (Fin 2 × Fin 2) x - hamiltonian L R kx ky).submatrix
        siteSpin siteSpin
        = !![x - L, 0, -(kx - ky * Complex.I), 0;
             0, x + L, -(R * Complex.I), -(kx - ky * Complex.I);
             -(kx + ky * Complex.I), R * Complex.I, x + L, 0;
             0, -(kx + ky * Complex.I), 0, x - L] := by
      ext i j
      fin_cases i <;> fin_cases j <;>
        simp [siteSpin, hamiltonian, pauliX, pauliY, pauliZ] <;> ring
    have hpq : -((kx : ℂ) - ky * Complex.I) * -(kx + ky * Complex.I) = kx ^ 2 + ky ^ 2 := by
      linear_combination (-(ky : ℂ) ^ 2) * Complex.I_sq
    have hrs : -((R : ℂ) * Complex.I) * (R * Complex.I) = R ^ 2 := by
      linear_combination (-(R : ℂ) ^ 2) * Complex.I_sq
    have hu : (diracEnergy (L - R / 2) kx ky : ℂ) ^ 2
        = kx ^ 2 + ky ^ 2 + (L - R / 2) ^ 2 := by
      exact_mod_cast diracEnergy_sq (L - R / 2) kx ky
    have hv : (diracEnergy (L + R / 2) kx ky : ℂ) ^ 2
        = kx ^ 2 + ky ^ 2 + (L + R / 2) ^ 2 := by
      exact_mod_cast diracEnergy_sq (L + R / 2) kx ky
    rw [Matrix.eval_charpoly, ← Matrix.det_submatrix_equiv_self siteSpin, hm, pattern, hpq, hrs,
      Polynomial.eval_prod, Fin.prod_univ_four]
    simp only [Polynomial.eval_sub, Polynomial.eval_X, Polynomial.eval_C, band, Matrix.cons_val]
    push_cast
    -- the determinant splits into one factor for each Dirac cone
    linear_combination
      ((x - R / 2) ^ 2 - (kx ^ 2 + ky ^ 2 + (L - R / 2) ^ 2)) * hv
        + ((x + R / 2) ^ 2 - (diracEnergy (L + R / 2) kx ky : ℂ) ^ 2) * hu
  have h' : (hamiltonian L R kx ky).charpoly
      = ((Finset.univ.val.map (fun i => (band L R kx ky i : ℂ))).map
          (fun a => Polynomial.X - Polynomial.C a)).prod := by
    rw [h, Multiset.map_map]
    rfl
  rw [h', Polynomial.roots_multiset_prod_X_sub_C]

/-- For nonnegative Rashba coupling the four bands are numbered in order of increasing energy
at every momentum. -/
theorem bands_ordered {R : ℝ} (hR : 0 ≤ R) (L kx ky : ℝ) :
    band L R kx ky 0 ≤ band L R kx ky 1 ∧ band L R kx ky 1 ≤ band L R kx ky 2 ∧
      band L R kx ky 2 ≤ band L R kx ky 3 := by
  simp only [band, Matrix.cons_val]
  have hu := abs_le_diracEnergy (L - R / 2) kx ky
  have hv := abs_le_diracEnergy (L + R / 2) kx ky
  have hu2 := diracEnergy_sq (L - R / 2) kx ky
  have hv2 := diracEnergy_sq (L + R / 2) kx ky
  set u := diracEnergy (L - R / 2) kx ky
  set v := diracEnergy (L + R / 2) kx ky
  have hu0 : 0 ≤ u := (abs_nonneg _).trans hu
  have hv0 : 0 ≤ v := (abs_nonneg _).trans hv
  obtain ⟨hu3, hu4⟩ := abs_le.1 hu
  obtain ⟨hv3, hv4⟩ := abs_le.1 hv
  -- the two Dirac energies differ by at most R
  have h1 : u ≤ v + R := (sq_le_sq₀ hu0 (by linarith)).1 (by
    nlinarith [mul_nonneg hR (show 0 ≤ v + (L + R / 2) by linarith)])
  have h2 : v ≤ u + R := (sq_le_sq₀ hv0 (by linarith)).1 (by
    nlinarith [mul_nonneg hR (show 0 ≤ u - (L - R / 2) by linarith)])
  exact ⟨by linarith, by linarith, by linarith⟩

/-- For nonnegative Rashba coupling, the smallest energy needed to lift an electron from the
second band to the third, at any pair of momenta, is `max 0 (2|L| - R)`. -/
theorem half_filling_gap {R : ℝ} (hR : 0 ≤ R) (L : ℝ) :
    IsLeast {g | ∃ kx ky qx qy, g = band L R kx ky 2 - band L R qx qy 1}
      (max 0 (2 * |L| - R)) := by
  have key : max 0 (2 * |L| - R) = |L + R / 2| + |L - R / 2| - R := by
    rcases max_cases 0 (2 * |L| - R) with ⟨h, h'⟩ | ⟨h, h'⟩ <;>
    rcases abs_cases L with ⟨h1, h1'⟩ | ⟨h1, h1'⟩ <;>
    rcases abs_cases (L + R / 2) with ⟨h2, h2'⟩ | ⟨h2, h2'⟩ <;>
    rcases abs_cases (L - R / 2) with ⟨h3, h3'⟩ | ⟨h3, h3'⟩ <;> linarith
  have rest : ∀ m : ℝ, diracEnergy m 0 0 = |m| := by
    intro m
    unfold diracEnergy
    rw [show (0 : ℝ) ^ 2 + 0 ^ 2 + m ^ 2 = m ^ 2 by ring, Real.sqrt_sq_eq_abs]
  rw [key]
  constructor
  · -- both band edges sit at zero momentum
    refine ⟨0, 0, 0, 0, ?_⟩
    simp only [band, Matrix.cons_val, rest]
    ring
  · rintro g ⟨kx, ky, qx, qy, rfl⟩
    simp only [band, Matrix.cons_val]
    linarith [abs_le_diracEnergy (L + R / 2) kx ky, abs_le_diracEnergy (L - R / 2) qx qy]

/-- For nonnegative Rashba coupling, a real energy `μ` is an eigenvalue at no momentum exactly
when it lies strictly between `R/2 - |L - R/2|` and `|L + R/2| - R/2`. -/
theorem forbidden_energy_iff {R : ℝ} (hR : 0 ≤ R) (L μ : ℝ) :
    (∀ kx ky, (μ : ℂ) ∉ (hamiltonian L R kx ky).charpoly.roots) ↔
      R / 2 - |L - R / 2| < μ ∧ μ < |L + R / 2| - R / 2 := by
  have key : ∀ kx ky, (μ : ℂ) ∈ (hamiltonian L R kx ky).charpoly.roots ↔
      ∃ i, band L R kx ky i = μ := by
    intro kx ky
    rw [eigenvalues_eq_bands]
    simp only [Multiset.mem_map, Finset.mem_val, Finset.mem_univ, true_and, Complex.ofReal_inj]
  simp only [key]
  constructor
  · intro h
    constructor
    · -- the second band covers everything below its top
      by_contra hc
      obtain ⟨k, hk⟩ := exists_diracEnergy_eq (m := L - R / 2) (E := R / 2 - μ) (by linarith)
      refine h k 0 ⟨1, ?_⟩
      simp only [band, Matrix.cons_val]
      linarith
    · -- the third band covers everything above its bottom
      by_contra hc
      obtain ⟨k, hk⟩ := exists_diracEnergy_eq (m := L + R / 2) (E := μ + R / 2) (by linarith)
      refine h k 0 ⟨2, ?_⟩
      simp only [band, Matrix.cons_val]
      linarith
  · rintro ⟨h1, h2⟩ kx ky ⟨i, hi⟩
    obtain ⟨h01, -, h23⟩ := bands_ordered hR L kx ky
    have hcase : band L R kx ky i ≤ band L R kx ky 1 ∨
        band L R kx ky 2 ≤ band L R kx ky i := by
      fin_cases i
      exacts [Or.inl h01, Or.inl le_rfl, Or.inr le_rfl, Or.inr h23]
    rw [hi] at hcase
    simp only [band, Matrix.cons_val] at hcase
    rcases hcase with h | h
    · linarith [abs_le_diracEnergy (L - R / 2) kx ky]
    · linarith [abs_le_diracEnergy (L + R / 2) kx ky]

/-- Bands 1 and 2 of `band` touch only at zero momentum, and they do so exactly when the Rashba
coupling is at least `2|L|`. -/
theorem bands_touch_iff (L R kx ky : ℝ) :
    band L R kx ky 1 = band L R kx ky 2 ↔ kx = 0 ∧ ky = 0 ∧ 2 * |L| ≤ R := by
  simp only [band, Matrix.cons_val]
  constructor
  · intro h
    have hu := abs_le_diracEnergy (L - R / 2) kx ky
    have hv := abs_le_diracEnergy (L + R / 2) kx ky
    have hu2 := diracEnergy_sq (L - R / 2) kx ky
    have hu0 := (abs_nonneg _).trans hu
    have hv0 := (abs_nonneg _).trans hv
    -- touching forces both Dirac energies down to the absolute values of their masses
    have hu3 : diracEnergy (L - R / 2) kx ky = R / 2 - L := by
      linarith [neg_le_abs (L - R / 2), le_abs_self (L + R / 2)]
    rw [hu3] at hu2
    have hk : kx ^ 2 + ky ^ 2 = 0 := by linarith
    have hx : kx ^ 2 = 0 := by linarith [sq_nonneg kx, sq_nonneg ky]
    have hy : ky ^ 2 = 0 := by linarith
    have hL : |L| ≤ R / 2 := abs_le.2 ⟨by linarith, by linarith⟩
    exact ⟨pow_eq_zero_iff two_ne_zero |>.1 hx, pow_eq_zero_iff two_ne_zero |>.1 hy,
      by linarith⟩
  · rintro ⟨rfl, rfl, h⟩
    obtain ⟨h1, h2⟩ := abs_le.1 (show |L| ≤ R / 2 by linarith)
    have hu : diracEnergy (L - R / 2) 0 0 = R / 2 - L := by
      unfold diracEnergy
      rw [show (0 : ℝ) ^ 2 + 0 ^ 2 + (L - R / 2) ^ 2 = (R / 2 - L) ^ 2 by ring,
        Real.sqrt_sq (by linarith)]
    have hv : diracEnergy (L + R / 2) 0 0 = L + R / 2 := by
      unfold diracEnergy
      rw [show (0 : ℝ) ^ 2 + 0 ^ 2 + (L + R / 2) ^ 2 = (L + R / 2) ^ 2 by ring,
        Real.sqrt_sq (by linarith)]
    rw [hu, hv]
    ring

end

end KaneMeleRashbaGap
```

```lean
#print axioms KaneMeleRashbaGap.half_filling_gap
#print axioms KaneMeleRashbaGap.forbidden_energy_iff
#print axioms KaneMeleRashbaGap.bands_touch_iff
```

```
'KaneMeleRashbaGap.half_filling_gap' depends on axioms: [propext, Classical.choice, Quot.sound]
'KaneMeleRashbaGap.forbidden_energy_iff' depends on axioms: [propext, Classical.choice, Quot.sound]
'KaneMeleRashbaGap.bands_touch_iff' depends on axioms: [propext, Classical.choice, Quot.sound]
```

## From the determinant to the list of roots

`siteSpin` numbers the four basis states in the order used above. In `eigenvalues_eq_bands`, `pattern` is the determinant formula for general \(a,b,p,q,r,s\), and `hm` checks the sixteen entries of \(x-H\) one by one. `hpq` and `hrs` are the products \(pq=k^2\) and \(rs=R^2\).

`Polynomial.funext` reduces the equality of two polynomials to equality of their values at every \(x\). The closing `linear_combination` performs the factorisation, with `hu` and `hv` supplying the squares of the two Dirac energies. Once the characteristic polynomial is a product of linear factors, `Polynomial.roots_multiset_prod_X_sub_C` reads off the roots with their multiplicities.

## Inequalities behind the gap

Three short lemmas describe the Dirac energy: `diracEnergy_sq` gives its square, `abs_le_diracEnergy` its lower bound, and `exists_diracEnergy_eq` the momentum at which a given energy is reached.

In `bands_ordered`, `sq_le_sq₀` turns the comparisons \(u\le v+R\) and \(v\le u+R\) into comparisons of squares. The products passed to `nlinarith` are the nonnegative right-hand sides found above, up to the factor 2.

In `half_filling_gap`, `key` proves the identity for the absolute values by splitting into sign cases. The first half of the remaining proof attains the gap with both momenta zero; the second bounds every other difference from below by `abs_le_diracEnergy`.

`forbidden_energy_iff` first translates "is a root" into "equals some band". If \(\mu\) lies at or beyond an edge, `exists_diracEnergy_eq` produces a momentum where \(\varepsilon_1\) or \(\varepsilon_2\) equals \(\mu\). For the converse, `hcase` uses the ordering to place each band at or below \(\varepsilon_1\), or at or above \(\varepsilon_2\).

In `bands_touch_iff`, `hu3` is the forced equality \(u=R/2-L\). Substituting it into the formula for \(u^2\) leaves \(k_x^2+k_y^2=0\), so both components vanish. The converse evaluates the two square roots at zero momentum.
